# Order of limits at nonzero band velocity: the normal intraband kernel tends to $-f'$ or $0$, the BCS pair kernel for spin and current to $0$

## Two kernels and their conventions

Let $\xi(k)$ be a band energy measured from the chemical potential and $f$ the occupation as a function of energy. A perturbation of wavevector $q$ connects the states at $k$ and $k+q$, and a broadening $\eta$ smooths the energy denominator. The question is what each state $k$ contributes to the zero-frequency response when $q$ and $\eta$ both become small, in a normal metal and in a superconductor with gap $\Delta$ at zero temperature.

Wavevectors are real numbers, so $k$ and $k+q$ lie on a line in the direction of the perturbation. Units have $\hbar=1$, and the band velocity is $v=d\xi/dk$ at $k$. The symbol $f'$ denotes one number, the slope of $f$ at the energy $\xi(k)$. Matrix elements and overall prefactors are left out.

```lean
import Mathlib

open Filter Topology

namespace IntrabandResponse

noncomputable section
```

With $d=\xi(k+q)-\xi(k)$, the normal kernel is the real part of $(f(\xi(k))-f(\xi(k+q)))/(d-i\eta)$:

$$K_n(q,\eta)=\frac{\bigl(f(\xi(k))-f(\xi(k+q))\bigr)\,d}{d^2+\eta^2}.$$

The same expression arises at imaginary frequency $i\eta$, which is why the two orders of limits below are called static and dynamic. No real frequency appears. In Lean, `f` and `ξ` are arbitrary real functions, and conditions on them enter only in the theorems.

```lean
/-- The intraband kernel of a normal metal with band `ξ` and occupation `f`, at wavevector `q`
and broadening `η`. Its domain is `ξ (k + q) ≠ ξ k` or `η ≠ 0`. -/
def normalKernel (f ξ : ℝ → ℝ) (k q η : ℝ) : ℝ :=
  (f (ξ k) - f (ξ (k + q))) * (ξ (k + q) - ξ k) / ((ξ (k + q) - ξ k) ^ 2 + η ^ 2)
```

In the superconductor, a band energy $x$ becomes the quasiparticle energy $\sqrt{x^2+\Delta^2}$.

```lean
/-- The quasiparticle energy `E = √(x² + Δ²)` for band energy `x` and gap `Δ`. -/
def qpEnergy (Δ x : ℝ) : ℝ := √(x ^ 2 + Δ ^ 2)
```

Write $E$ and $E'$ for the quasiparticle energies at $k$ and $k+q$; the prime on $E'$ is a label, not a derivative. With $S=E+E'$, the BCS kernel is

$$K_s(q,\eta)=\left(1-\frac{\xi(k)\,\xi(k+q)+\Delta^2}{EE'}\right)\frac{S}{S^2+\eta^2}.$$

It describes the creation of two quasiparticles at zero temperature. The sign in front of $\Delta^2$ is that of the spin and paramagnetic current responses; the density response has the opposite sign. With that sign, and a band continuous at $k$, the kernel would tend to $\Delta^2/E^3$ instead of $0$ as $q$ and $\eta$ vanish, so the zero limit below does not carry over to the density response.

```lean
/-- The BCS kernel: a coherence factor times the broadened inverse of the energy of two
quasiparticles. Its domain is that of nonzero quasiparticle energies, as for `Δ ≠ 0`. -/
def bcsKernel (Δ : ℝ) (ξ : ℝ → ℝ) (k q η : ℝ) : ℝ :=
  (1 - (ξ k * ξ (k + q) + Δ ^ 2) / (qpEnergy Δ (ξ k) * qpEnergy Δ (ξ (k + q)))) *
    ((qpEnergy Δ (ξ k) + qpEnergy Δ (ξ (k + q))) /
      ((qpEnergy Δ (ξ k) + qpEnergy Δ (ξ (k + q))) ^ 2 + η ^ 2))
```

## What it means to take one limit first

For a function $F(x,y)$, the inner limit $x\to0$ is taken at fixed $y\neq0$ and gives a number $g(y)$. The outer limit then sends $y\to0$. `IteratedLimit F L` says that such a $g$ exists for all sufficiently small $y\neq0$ and that $g(y)\to L$. The first argument of `F` is always the one that vanishes first. The punctured neighbourhoods `𝓝[≠] 0` keep both variables away from zero, so the undefined quotient at $q=\eta=0$ plays no part.

```lean
/-- `F x y` tends to `L` when first `x → 0` at fixed small `y ≠ 0`, and then `y → 0`. -/
def IteratedLimit (F : ℝ → ℝ → ℝ) (L : ℝ) : Prop :=
  ∃ g : ℝ → ℝ, (∀ᶠ y in 𝓝[≠] 0, Tendsto (fun x => F x y) (𝓝[≠] 0) (𝓝 (g y))) ∧
    Tendsto g (𝓝[≠] 0) (𝓝 L)
```

Both kernels need the elementary fact that $\xi(k+q)\to\xi(k)$ as $q\to0$ when the band is continuous at $k$. It follows by composing $\xi$ with the continuous shift $q\mapsto k+q$.

```lean
/-- For a band continuous at `k`, the energy at `k + q` tends to that at `k` as `q → 0`. -/
theorem tendsto_band {ξ : ℝ → ℝ} {k : ℝ} (hξ : ContinuousAt ξ k) :
    Tendsto (fun q => ξ (k + q)) (𝓝 0) (𝓝 (ξ k)) := by
  have h : Tendsto (fun q : ℝ => k + q) (𝓝 0) (𝓝 k) := by
    have hc : Continuous fun q : ℝ => k + q := by fun_prop
    have h0 := hc.tendsto 0
    simpa using h0
  exact hξ.tendsto.comp h
```

## The normal kernel when $\eta$ is proportional to $q$

Set $\eta=cq$ with $c$ fixed, and let $A=f(\xi(k+q))-f(\xi(k))$. For $q\neq0$, dividing numerator and denominator by $q^2$ gives

$$K_n(q,cq)=\frac{-A\,d}{d^2+c^2q^2}=\frac{-(A/q)(d/q)}{(d/q)^2+c^2}.$$

As $q\to0$, $d/q\to v$ by the definition of the derivative, and $A/q\to f'v$ by the chain rule. Since $v\neq0$, the denominator has the nonzero limit $v^2+c^2$, and therefore

$$K_n(q,cq)\to-f'\,\frac{v^2}{v^2+c^2}.$$

In the proof, `h1` and `h2` are the limits of the two difference quotients, `h3` combines them, and `key` is the cancellation of $q^{-2}$. The step with `congr'` carries the limit over to the kernel itself, which agrees with the quotient form for $q\neq0$.

```lean
/-- If `q` and `η = c q` vanish together and the band velocity `v` is nonzero, the normal kernel
tends to `-f' v² / (v² + c²)`, where `f'` is the slope of the occupation at `ξ k`. -/
theorem normalKernel_along_ray {f ξ : ℝ → ℝ} {k v f' : ℝ} (hξ : HasDerivAt ξ v k)
    (hf : HasDerivAt f f' (ξ k)) (hv : v ≠ 0) (c : ℝ) :
    Tendsto (fun q => normalKernel f ξ k q (c * q)) (𝓝[≠] 0)
      (𝓝 (-f' * (v ^ 2 / (v ^ 2 + c ^ 2)))) := by
  have h1 := hasDerivAt_iff_tendsto_slope_zero.1 hξ
  have h2 := hasDerivAt_iff_tendsto_slope_zero.1 (hf.comp k hξ)
  simp only [smul_eq_mul, Function.comp_apply] at h1 h2
  have hden : v ^ 2 + c ^ 2 ≠ 0 := by positivity
  have h3 := (h2.neg.mul h1).div ((h1.pow 2).add_const (c ^ 2)) hden
  have hlim : -(f' * v) * v / (v ^ 2 + c ^ 2) = -f' * (v ^ 2 / (v ^ 2 + c ^ 2)) := by ring
  rw [hlim] at h3
  refine h3.congr' ?_
  filter_upwards [self_mem_nhdsWithin] with q hq
  have hq0 : q ≠ 0 := hq
  have hi : q⁻¹ * q = 1 := inv_mul_cancel₀ hq0
  -- numerator and denominator share the factor `q⁻²`
  have key : ∀ A d : ℝ, -(q⁻¹ * A) * (q⁻¹ * d) / ((q⁻¹ * d) ^ 2 + c ^ 2)
      = -A * d / (d ^ 2 + (c * q) ^ 2) := by
    intro A d
    have e1 : (q⁻¹ * d) ^ 2 + c ^ 2 = q⁻¹ ^ 2 * (d ^ 2 + (c * q) ^ 2) := by
      linear_combination (-(c ^ 2) * (q⁻¹ * q + 1)) * hi
    have e2 : -(q⁻¹ * A) * (q⁻¹ * d) = q⁻¹ ^ 2 * (-A * d) := by ring
    rw [e1, e2, mul_div_mul_left _ _ (pow_ne_zero 2 (inv_ne_zero hq0))]
  have h := key (f (ξ (k + q)) - f (ξ k)) (ξ (k + q) - ξ k)
  rw [neg_sub] at h
  exact h
```

Comparing $c=0$ with $c=v$ gives $-f'$ and $-f'/2$, which indicates that a joint limit fails when $f'\neq0$; this is a reading of the formula, and no theorem here states it.

## Broadening first: the static value $-f'$

Fix a small $q\neq0$. Because $d/q\to v\neq0$, the difference $d$ is nonzero for all such $q$ close enough to zero. The kernel is then continuous in $\eta$ at $\eta=0$, and

$$\lim_{\eta\to0}K_n(q,\eta)=K_n(q,0)=-\frac{A}{d}.$$

Sending $q\to0$ is the case $c=0$ of the previous result, with limit $-f'$. For a thermal occupation this is the positive weight $-\partial f/\partial\xi$ that a state near the Fermi level contributes to the static response. The condition $v\neq0$ excludes band extrema and other points of zero velocity. The differentiability of $f$ at $\xi(k)$ excludes a state exactly at the Fermi level when $f$ is the zero-temperature step; every other state then has $f'=0$.

The Lean proof supplies $g(q)=K_n(q,0)$. Its first part obtains $d\neq0$ from `eventually_ne` and then uses continuity in $\eta$; its second part calls `normalKernel_along_ray` with `c` equal to `0`.

```lean
/-- Broadening to zero first, wavevector second: for nonzero band velocity the normal kernel
tends to minus the slope of the occupation at `ξ k`. -/
theorem normalKernel_static {f ξ : ℝ → ℝ} {k v f' : ℝ} (hξ : HasDerivAt ξ v k)
    (hf : HasDerivAt f f' (ξ k)) (hv : v ≠ 0) :
    IteratedLimit (fun η q => normalKernel f ξ k q η) (-f') := by
  refine ⟨fun q => normalKernel f ξ k q 0, ?_, ?_⟩
  · -- a nonzero velocity separates the two energies at small `q ≠ 0`
    filter_upwards [(hasDerivAt_iff_tendsto_slope_zero.1 hξ).eventually_ne hv] with q hq
    have hd : ξ (k + q) - ξ k ≠ 0 := fun h => hq (by rw [h, smul_zero])
    have hden : (ξ (k + q) - ξ k) ^ 2 + (0 : ℝ) ^ 2 ≠ 0 := by
      rw [zero_pow two_ne_zero, add_zero]
      exact pow_ne_zero 2 hd
    have hc : ContinuousAt (fun η => normalKernel f ξ k q η) 0 := by
      unfold normalKernel
      exact ContinuousAt.div (by fun_prop) (by fun_prop) hden
    exact hc.tendsto.mono_left nhdsWithin_le_nhds
  · have h := normalKernel_along_ray hξ hf hv 0
    rw [zero_pow two_ne_zero, add_zero, div_self (pow_ne_zero 2 hv), mul_one] at h
    simp only [zero_mul] at h
    exact h
```

## Wavevector first: the dynamic value $0$

Now fix $\eta\neq0$. As $q\to0$, continuity gives $d\to0$ and $A\to0$, while the denominator tends to $\eta^2>0$. Hence

$$\lim_{q\to0}K_n(q,\eta)=\frac{0\cdot0}{0+\eta^2}=0.$$

The inner limit is zero for every $\eta\neq0$, so the outer limit is zero as well. Only continuity of $\xi$ at $k$ and of $f$ at $\xi(k)$ is used, and the velocity may vanish. In Lean, `g` is the constant function `0`, and `hd` and `hF` are the limits of $d$ and $-A$.

```lean
/-- Wavevector to zero first, broadening second: the normal kernel tends to zero, for a band
continuous at `k` and an occupation continuous at `ξ k`. -/
theorem normalKernel_dynamic {f ξ : ℝ → ℝ} {k : ℝ} (hξ : ContinuousAt ξ k)
    (hf : ContinuousAt f (ξ k)) :
    IteratedLimit (fun q η => normalKernel f ξ k q η) 0 := by
  refine ⟨fun _ => 0, ?_, tendsto_const_nhds⟩
  filter_upwards [self_mem_nhdsWithin] with η hη
  have hη0 : η ≠ 0 := hη
  have hd := (tendsto_band hξ).sub_const (ξ k)
  have hF := (hf.tendsto.comp (tendsto_band hξ)).const_sub (f (ξ k))
  have hden : (ξ k - ξ k) ^ 2 + η ^ 2 ≠ 0 := by
    rw [sub_self]
    positivity
  have h := (hF.mul hd).div ((hd.pow 2).add_const (η ^ 2)) hden
  simp only [sub_self, zero_mul, zero_div] at h
  exact h.mono_left nhdsWithin_le_nhds
```

## A bound on the BCS kernel that holds for every broadening

Let $\Delta>0$, $x=\xi(k)$ and $y=\xi(k+q)$, so that $E^2=x^2+\Delta^2$ and $E'^2=y^2+\Delta^2$. Expanding the squares gives

$$(EE')^2-(xy+\Delta^2)^2=\Delta^2(x-y)^2\ge0.$$

Thus $xy+\Delta^2\le EE'$, and the coherence factor is nonnegative. For the upper bound, $2EE'\le E^2+E'^2=x^2+y^2+2\Delta^2$ implies

$$2\bigl(EE'-(xy+\Delta^2)\bigr)\le(y-x)^2.$$

Dividing by $2EE'$ and using $EE'\ge\Delta^2$,

$$0\le1-\frac{xy+\Delta^2}{EE'}\le\frac{(y-x)^2}{2\Delta^2}.$$

The gap also gives $S\ge2\Delta$, hence

$$0\le\frac{S}{S^2+\eta^2}\le\frac1S\le\frac1{2\Delta}.$$

Multiplying the two estimates,

$$0\le K_s(q,\eta)\le\frac{(\xi(k+q)-\xi(k))^2}{4\Delta^3}.$$

The proof replaces the band and quasiparticle energies by plain variables, keeping only $E^2=x^2+\Delta^2$, $E\ge\Delta$ and their analogues for $E'$. The inequalities `hlow` and `hup` are the two algebraic steps above, `c0` and `c1` bound the coherence factor, and `s0` and `s1` bound the energy factor. No regularity of the band is needed.

```lean
/-- For a gap `Δ > 0` the BCS kernel is nonnegative and at most `(ξ (k + q) - ξ k)² / (4 Δ³)`,
whatever the broadening. -/
theorem bcsKernel_bounds {Δ : ℝ} (hΔ : 0 < Δ) (ξ : ℝ → ℝ) (k q η : ℝ) :
    0 ≤ bcsKernel Δ ξ k q η ∧
      bcsKernel Δ ξ k q η ≤ (ξ (k + q) - ξ k) ^ 2 / (4 * Δ ^ 3) := by
  have hE : ∀ x, qpEnergy Δ x ^ 2 = x ^ 2 + Δ ^ 2 := fun x => Real.sq_sqrt (by positivity)
  have hgap : ∀ x, Δ ≤ qpEnergy Δ x := fun x =>
    Real.le_sqrt_of_sq_le (by nlinarith [sq_nonneg x])
  unfold bcsKernel
  generalize ξ (k + q) = y
  generalize ξ k = x
  have hx := hE x
  have hy := hE y
  have gx := hgap x
  have gy := hgap y
  generalize qpEnergy Δ x = E at *
  generalize qpEnergy Δ y = E' at *
  have pE : 0 < E := hΔ.trans_le gx
  have pE' : 0 < E' := hΔ.trans_le gy
  have pp : 0 < E * E' := mul_pos pE pE'
  have hlow : x * y + Δ ^ 2 ≤ E * E' := by
    refine (le_abs_self _).trans (abs_le_of_sq_le_sq ?_ pp.le)
    rw [mul_pow, hx, hy]
    nlinarith [sq_nonneg (Δ * (x - y))]
  have hup : 2 * (E * E' - (x * y + Δ ^ 2)) ≤ (y - x) ^ 2 := by
    nlinarith [sq_nonneg (E - E')]
  have hprod : Δ ^ 2 ≤ E * E' := by nlinarith
  -- the coherence factor is quadratic in the energy difference
  have c0 : 0 ≤ 1 - (x * y + Δ ^ 2) / (E * E') := sub_nonneg.2 ((div_le_one pp).2 hlow)
  have c1 : 1 - (x * y + Δ ^ 2) / (E * E') ≤ (y - x) ^ 2 / (2 * Δ ^ 2) := by
    rw [one_sub_div pp.ne', div_le_div_iff₀ pp (by positivity)]
    calc (E * E' - (x * y + Δ ^ 2)) * (2 * Δ ^ 2)
        = 2 * (E * E' - (x * y + Δ ^ 2)) * Δ ^ 2 := by ring
      _ ≤ (y - x) ^ 2 * Δ ^ 2 := mul_le_mul_of_nonneg_right hup (sq_nonneg Δ)
      _ ≤ (y - x) ^ 2 * (E * E') := mul_le_mul_of_nonneg_left hprod (sq_nonneg _)
  -- the pair energy never falls below `2 Δ`
  have s0 : 0 ≤ (E + E') / ((E + E') ^ 2 + η ^ 2) := by positivity
  have s1 : (E + E') / ((E + E') ^ 2 + η ^ 2) ≤ 1 / (2 * Δ) := by
    rw [div_le_div_iff₀ (by positivity) (by positivity)]
    have h : (E + E') * (2 * Δ) ≤ (E + E') * (E + E') :=
      mul_le_mul_of_nonneg_left (by linarith) (by positivity)
    nlinarith [sq_nonneg η]
  refine ⟨mul_nonneg c0 s0, (mul_le_mul c1 s1 s0 (by positivity)).trans (le_of_eq ?_)⟩
  ring
```

## The normal and superconducting limits together

The last bound does not contain $\eta$, and its right-hand side vanishes as $q\to0$ by continuity of $\xi$. Squeezing $K_s$ between zero and this bound gives

$$\lim_{(q,\eta)\to(0,0)}K_s(q,\eta)=0,$$

however the two variables approach zero.

The final theorem assumes that $\xi$ has derivative $v\neq0$ at $k$ (`HasDerivAt ξ v k`), that $f$ has derivative $f'$ at $\xi(k)$, and that $\Delta>0$. It concludes with the two iterated limits of the normal kernel and the joint limit of the BCS kernel. In the joint limit, `p.1` is $q$ and `p.2` is $\eta$, and `squeeze_zero` performs the squeeze.

```lean
/-- Let the band have nonzero velocity at `k` and the occupation have slope `f'` at `ξ k`. The
normal kernel tends to `-f'` if the broadening vanishes first and to zero if the wavevector does.
For a gap `Δ > 0`, the BCS kernel of the same band tends to zero as both vanish jointly. -/
theorem normal_and_bcs_limits {f ξ : ℝ → ℝ} {k v f' Δ : ℝ} (hξ : HasDerivAt ξ v k)
    (hf : HasDerivAt f f' (ξ k)) (hv : v ≠ 0) (hΔ : 0 < Δ) :
    IteratedLimit (fun η q => normalKernel f ξ k q η) (-f') ∧
      IteratedLimit (fun q η => normalKernel f ξ k q η) 0 ∧
      Tendsto (fun p : ℝ × ℝ => bcsKernel Δ ξ k p.1 p.2) (𝓝 (0, 0)) (𝓝 0) := by
  refine ⟨normalKernel_static hξ hf hv,
    normalKernel_dynamic hξ.continuousAt hf.continuousAt, ?_⟩
  -- the bound on the BCS kernel does not see the broadening and vanishes with `q`
  have h0 : Tendsto (fun p : ℝ × ℝ => p.1) (𝓝 (0, 0)) (𝓝 0) :=
    continuous_fst.tendsto ((0 : ℝ), (0 : ℝ))
  have h := ((((tendsto_band hξ.continuousAt).comp h0).sub_const (ξ k)).pow 2).div_const
    (4 * Δ ^ 3)
  have e : (ξ k - ξ k) ^ 2 / (4 * Δ ^ 3) = 0 := by simp
  rw [e] at h
  exact squeeze_zero (fun p => (bcsKernel_bounds hΔ ξ k p.1 p.2).1)
    (fun p => (bcsKernel_bounds hΔ ξ k p.1 p.2).2) h

end

end IntrabandResponse
```

The gap $\Delta$ is a given constant, independent of $k$ and not obtained from a gap equation. The BCS kernel contains no scattering of thermally excited quasiparticles. With a thermal occupation in the normal kernel, the final theorem therefore sets a normal metal at nonzero temperature beside a superconductor at zero temperature.

In a bare response function such contributions are weighted by matrix elements and integrated over $k$. Passing from these limits at one $k$ to the limit of the integral requires an exchange of limit and integral, which is not proved here.

For numerical response calculations on metals, the ray formula shows that in this non-interacting, single-band model the intraband contribution of a state with $v\neq0$ at small $q$ and $\eta$ is governed by the ratio of $\eta$ to $vq$, so making both small does not by itself fix its value when $f'\neq0$.

```lean
#print axioms IntrabandResponse.normal_and_bcs_limits
-- 'IntrabandResponse.normal_and_bcs_limits' depends on axioms: [propext, Classical.choice, Quot.sound]
```
